# If $NT-TN=kT$ with $k\neq 0$, the finite complex matrix $T$ is nilpotent

Take two levels, with an excitation number $N$ and a matrix $T$ that lifts the lower level to the upper one:

$$N=\begin{pmatrix}0&0\\0&k\end{pmatrix},\qquad T=\begin{pmatrix}0&0\\1&0\end{pmatrix}.$$

Here $NT=kT$ and $TN=0$, so $NT-TN=kT$. Applying $T$ twice gives zero, because there is no third level to reach. In coupled-cluster theory I use the same picture for a cluster operator that raises the excitation number by a fixed amount: in a finite space its powers must run out, and its exponential is a polynomial. Does this follow from the commutation relation alone, for matrices of any finite size and without assuming that $N$ is diagonal? I would like to see a rigorous argument, checked by machine.

## From the commutator to $T^d=0$

Yes, it does, provided that $k\neq0$. Let $N$ and $T$ be complex $d\times d$ matrices with $[N,T]=NT-TN=kT$. For any matrix $A$, the product rule reads

$$[N,AT]=[N,A]\,T+A\,[N,T].$$

It gives $[N,T^m]=mk\,T^m$ by induction. For $m=0$ both sides vanish, and if the formula holds for $m$, then

$$[N,T^{m+1}]=mk\,T^m\,T+T^m\,kT=(m+1)k\,T^{m+1}.$$

If $Nv=av$, it follows that

$$N\,T^mv=T^mNv+mk\,T^mv=(a+mk)\,T^mv.$$

This is the ladder picture: $T^m v$ is either zero or an eigenvector with the eigenvalue shifted by $mk$. If $N$ has a basis of eigenvectors, nilpotency can be read off from this. A general $N$ need not have such a basis, so the argument moves from state vectors to matrices.

Consider the linear map $\mathrm{ad}(X)=NX-XN$ on the $d^2$-dimensional space of matrices. The commutator formula says $\mathrm{ad}(T^m)=mk\,T^m$. Suppose that $k\neq0$ and that no power of $T$ vanishes. Then $T^0,T^1,T^2,\dots$ are eigenvectors of $\mathrm{ad}$ with distinct eigenvalues $\lambda_m=mk$.

Such eigenvectors are linearly independent. Otherwise, take a shortest relation $\sum_j c_jT^{m_j}=0$ with all $c_j\neq0$. It has at least two terms, since no power is zero. Applying $\mathrm{ad}-\lambda_{m_1}$ removes the first term and multiplies each other one by $\lambda_{m_j}-\lambda_{m_1}\neq0$, which leaves a shorter relation, a contradiction. But $d^2+1$ independent matrices do not fit into a space of dimension $d^2$. Hence some power of $T$ is zero.

All eigenvalues of a nilpotent matrix are zero, so its characteristic polynomial is $x^d$, and the Cayley–Hamilton theorem gives $T^d=0$.

## The exponential and the transformed number

For $k\neq0$ the exponential series stops:

$$e^T=\sum_{m=0}^{M-1}\frac{T^m}{m!}\qquad\text{for every } M\ge d.$$

Taking $d+1$ terms and applying the commutator formula to each gives

$$[N,e^T]=\sum_{m=0}^{d}\frac{mk}{m!}T^m=k\sum_{m=0}^{d-1}\frac{T^{m+1}}{m!}=k\,e^T\,T.$$

For $k=0$, $N$ commutes with $T$ and therefore with $e^T$, so both sides are zero. Multiplying $Ne^T=e^TN+k\,e^TT$ from the left by $e^{-T}$ yields, for every $k$,

$$e^{-T}Ne^T=N+kT.$$

## What the Lean statements say about excitations

The finite type `n` labels the basis states, and `Fintype.card n` is the dimension $d$. The proposition `RaisesBy N T k` is the relation $NT-TN=kT$ and nothing more: $N$ need not be Hermitian or diagonal, and its eigenvalues need not be integers. The relation is assumed, not derived from creation and annihilation operators. Physically, it says that every term in $T$ changes the excitation number by the same amount $k$.

- `commutator_pow` is $[N,T^m]=mk\,T^m$ for all natural $m$ and all complex $k$.
- `number_mulVec_pow` is the eigenvalue shift. It does not claim that $T^mv$ is nonzero.
- `isNilpotent_of_raisesBy` says that some power of $T$ vanishes if $k\neq0$, and `pow_card_eq_zero` says that the $d$-th power does.
- `exp_eq_finite_sum` truncates the exponential after $M\ge d$ terms, again for $k\neq0$. The sum over `range M` runs from $0$ to $M-1$.
- `commutator_exp` and `similarity_transformed_number` are the two exponential identities, without a condition on $k$.
- `raisesBy_witness` gives a three-level ladder that satisfies the relation and has $T^2\neq0$, so in dimension three the exponent $d$ is the best possible.

The condition $k\neq0$ matters for nilpotency: the identity matrix commutes with every $N$, and in positive dimension none of its powers is zero.

In coupled-cluster doubles, with $N$ counting the electrons in virtual orbitals, the relation holds with $k=2$, so in a finite orbital basis the exponential ansatz is a polynomial in $T$. A sum of singles and doubles generally mixes two values of $k$ and then does not satisfy `RaisesBy` with this $N$. Nor do the theorems treat the similarity-transformed Hamiltonian. In a finite space the nilpotency of $T$ already makes its commutator expansion end, but for a Hamiltonian with at most two-body terms the expansion stops no later than the fourfold commutator: each term of the Hamiltonian contains at most four creation and annihilation operators, and every commutator with $T$ uses up at least one of them. This relies on the form of the cluster operator: $T$ only creates electrons in virtual orbitals and removes them from orbitals occupied in the reference determinant, so the creation and annihilation operators inside it all anticommute with one another. The relation `RaisesBy` alone does not ensure that the expansion stops there.

```lean
import Mathlib

open Matrix Finset

namespace ClusterNilpotency

noncomputable section

variable {n : Type*} [Fintype n] [DecidableEq n]

/-- The matrix `T` raises the excitation number `N` by `k`: `N T - T N = k T`. -/
def RaisesBy (N T : Matrix n n ℂ) (k : ℂ) : Prop :=
  N * T - T * N = k • T

/-- The `m`-th power of a cluster matrix raises the excitation number by `m k`:
`[N, T^m] = m k T^m`. -/
theorem commutator_pow {N T : Matrix n n ℂ} {k : ℂ} (h : RaisesBy N T k) (m : ℕ) :
    N * T ^ m - T ^ m * N = ((m : ℂ) * k) • T ^ m := by
  have h' : N * T - T * N = k • T := h
  -- the product rule for the commutator with `N`
  have key : ∀ A : Matrix n n ℂ,
      N * (A * T) - A * T * N = (N * A - A * N) * T + A * (N * T - T * N) := by
    intro A
    noncomm_ring
  induction m with
  | zero => simp
  | succ m ih =>
    rw [pow_succ, key, ih, h', Matrix.smul_mul, Matrix.mul_smul, ← add_smul]
    congr 1
    push_cast
    ring

/-- If `N v = a v`, then `N` acts on `T^m v` as multiplication by `a + m k`. -/
theorem number_mulVec_pow {N T : Matrix n n ℂ} {k a : ℂ} (h : RaisesBy N T k)
    {v : n → ℂ} (hv : N *ᵥ v = a • v) (m : ℕ) :
    N *ᵥ (T ^ m *ᵥ v) = (a + m * k) • (T ^ m *ᵥ v) := by
  have hc : N * T ^ m = T ^ m * N + ((m : ℂ) * k) • T ^ m :=
    sub_eq_iff_eq_add'.mp (commutator_pow h m)
  rw [Matrix.mulVec_mulVec, hc, Matrix.add_mulVec, ← Matrix.mulVec_mulVec, hv,
    Matrix.mulVec_smul, Matrix.smul_mulVec, ← add_smul]

/-- A matrix that raises the excitation number by a nonzero amount is nilpotent. -/
theorem isNilpotent_of_raisesBy {N T : Matrix n n ℂ} {k : ℂ} (h : RaisesBy N T k)
    (hk : k ≠ 0) : IsNilpotent T := by
  by_contra hT
  have hne : ∀ m : ℕ, T ^ m ≠ 0 := fun m hm => hT ⟨m, hm⟩
  -- the powers of `T` are eigenvectors of the commutator map `X ↦ N X - X N`
  let ad : Module.End ℂ (Matrix n n ℂ) := LinearMap.mulLeft ℂ N - LinearMap.mulRight ℂ N
  have hv : ∀ m : ℕ, ad.HasEigenvector ((m : ℂ) * k) (T ^ m) := fun m =>
    ⟨Module.End.mem_eigenspace_iff.mpr (commutator_pow h m), hne m⟩
  have hinj : Function.Injective (fun m : ℕ => (m : ℂ) * k) := by
    intro a b hab
    have hab' : (a : ℂ) = b := mul_right_cancel₀ hk hab
    exact_mod_cast hab'
  have li := Module.End.eigenvectors_linearIndependent' ad _ hinj _ hv
  -- a finite-dimensional space has no room for all of them
  have hcard := (li.comp
    (fun i : Fin (Module.finrank ℂ (Matrix n n ℂ) + 1) => (i : ℕ))
    Fin.val_injective).fintype_card_le_finrank
  rw [Fintype.card_fin] at hcard
  omega

/-- For a nonzero excitation step, the power of `T` equal to the dimension of the
state space vanishes. -/
theorem pow_card_eq_zero {N T : Matrix n n ℂ} {k : ℂ} (h : RaisesBy N T k)
    (hk : k ≠ 0) : T ^ Fintype.card n = 0 := by
  -- the characteristic polynomial is a pure power; then use Cayley-Hamilton
  have h0 := (Matrix.isNilpotent_charpoly_sub_pow_of_isNilpotent
    (isNilpotent_of_raisesBy h hk)).eq_zero
  have hc := Matrix.aeval_self_charpoly T
  rw [sub_eq_zero.mp h0, map_pow, Polynomial.aeval_X] at hc
  exact hc

/-- For a nonzero excitation step, the exponential of `T` equals its Taylor sum with `M`
terms, for every `M` at least the dimension of the state space. -/
theorem exp_eq_finite_sum {N T : Matrix n n ℂ} {k : ℂ} (h : RaisesBy N T k)
    (hk : k ≠ 0) {M : ℕ} (hM : Fintype.card n ≤ M) :
    NormedSpace.exp T = ∑ m ∈ range M, ((m.factorial : ℂ)⁻¹) • T ^ m := by
  rw [NormedSpace.exp_eq_tsum ℂ]
  refine tsum_eq_sum (fun m hm => ?_)
  have hle : Fintype.card n ≤ m := by
    rw [Finset.mem_range] at hm
    omega
  rw [pow_eq_zero_of_le hle (pow_card_eq_zero h hk), smul_zero]

/-- The commutator of the excitation number with the exponential of the cluster matrix:
`[N, exp T] = k (exp T) T`. -/
theorem commutator_exp {N T : Matrix n n ℂ} {k : ℂ} (h : RaisesBy N T k) :
    N * NormedSpace.exp T - NormedSpace.exp T * N = k • (NormedSpace.exp T * T) := by
  by_cases hk : k = 0
  · -- without a shift, `N` commutes with `T` and hence with its exponential
    have h' : N * T - T * N = k • T := h
    rw [hk, zero_smul] at h'
    have hc : Commute N T := sub_eq_zero.mp h'
    rw [hk, zero_smul, sub_eq_zero]
    exact hc.exp_right
  · have hd := exp_eq_finite_sum h hk (le_refl (Fintype.card n))
    have hd1 := exp_eq_finite_sum h hk (Nat.le_succ (Fintype.card n))
    calc N * NormedSpace.exp T - NormedSpace.exp T * N
        = ∑ m ∈ range (Fintype.card n + 1),
            ((m.factorial : ℂ)⁻¹ * ((m : ℂ) * k)) • T ^ m := by
          rw [hd1, Finset.mul_sum, Finset.sum_mul, ← Finset.sum_sub_distrib]
          refine Finset.sum_congr rfl fun m _ => ?_
          rw [Matrix.mul_smul, Matrix.smul_mul, ← smul_sub, commutator_pow h m, smul_smul]
      _ = k • (NormedSpace.exp T * T) := by
          -- the term `m = 0` drops out and the others shift down by one
          rw [Finset.sum_range_succ', hd, Finset.sum_mul, Finset.smul_sum]
          simp only [Nat.cast_zero, zero_mul, mul_zero, zero_smul, add_zero]
          refine Finset.sum_congr rfl fun m _ => ?_
          rw [Matrix.smul_mul, ← pow_succ, smul_smul]
          congr 1
          have h1 : (m : ℂ) + 1 ≠ 0 := Nat.cast_add_one_ne_zero m
          have h2 : (m.factorial : ℂ) ≠ 0 := Nat.cast_ne_zero.mpr m.factorial_ne_zero
          rw [Nat.factorial_succ]
          push_cast
          field_simp

/-- The similarity-transformed excitation number is `exp(-T) N exp(T) = N + k T`. -/
theorem similarity_transformed_number {N T : Matrix n n ℂ} {k : ℂ}
    (h : RaisesBy N T k) :
    NormedSpace.exp (-T) * N * NormedSpace.exp T = N + k • T := by
  have hinv : NormedSpace.exp (-T) * NormedSpace.exp T = 1 := by
    rw [← Matrix.exp_add_of_commute (-T) T (Commute.neg_left (Commute.refl T)),
      neg_add_cancel, NormedSpace.exp_zero]
  have hc := sub_eq_iff_eq_add'.mp (commutator_exp h)
  rw [mul_assoc, hc, mul_add, Matrix.mul_smul, ← mul_assoc, ← mul_assoc, hinv,
    one_mul, one_mul]

/-- The number matrix of a three-level ladder with spacing `k`. -/
def ladderNumber (k : ℂ) : Matrix (Fin 3) (Fin 3) ℂ :=
  !![0, 0, 0; 0, k, 0; 0, 0, 2 * k]

/-- The matrix that moves each of the two lower levels of the three-level ladder up to the next one
and sends the top level to zero. -/
def ladderRaise : Matrix (Fin 3) (Fin 3) ℂ :=
  !![0, 0, 0; 1, 0, 0; 0, 1, 0]

/-- On the three-level ladder the raising matrix raises the number by `k`, and its
square is not zero. -/
theorem raisesBy_witness (k : ℂ) :
    RaisesBy (ladderNumber k) ladderRaise k ∧ ladderRaise ^ 2 ≠ 0 := by
  constructor
  · unfold RaisesBy
    ext i j
    fin_cases i <;> fin_cases j <;> simp [ladderNumber, ladderRaise]
    ring
  · intro h
    have h20 := congrFun (congrFun h 2) 0
    simp [ladderRaise, pow_two, Matrix.mul_apply, Fin.sum_univ_succ] at h20

end

end ClusterNilpotency
```

```lean
#print axioms ClusterNilpotency.number_mulVec_pow
#print axioms ClusterNilpotency.isNilpotent_of_raisesBy
#print axioms ClusterNilpotency.similarity_transformed_number
```

```
'ClusterNilpotency.number_mulVec_pow' depends on axioms: [propext, Classical.choice, Quot.sound]
'ClusterNilpotency.isNilpotent_of_raisesBy' depends on axioms: [propext, Classical.choice, Quot.sound]
'ClusterNilpotency.similarity_transformed_number' depends on axioms: [propext, Classical.choice, Quot.sound]
```

## How the Lean proofs follow the algebra

In `commutator_pow`, the auxiliary statement `key` is the product rule, proved by `noncomm_ring`. The induction step rewrites $T^{m+1}$ as $T^mT$, inserts the induction hypothesis and the relation, and collects the scalars into $(m+1)k$. The lemma `number_mulVec_pow` solves this formula for $NT^m$ and applies the result to $v$. The nilpotency proof does not use it.

In `pow_card_eq_zero`, Mathlib supplies the fact that for nilpotent $T$ the difference between the characteristic polynomial and $x^d$ is itself nilpotent. Over the complex numbers a nilpotent polynomial is zero, which is the step `.eq_zero`. Then `Matrix.aeval_self_charpoly`, the Cayley–Hamilton theorem, turns $x^d$ into $T^d=0$.

For `exp_eq_finite_sum`, `tsum_eq_sum` reduces the infinite series to a finite sum once all later terms are shown to vanish. The proof of `commutator_exp` uses this truncation at two lengths: $d+1$ terms for the commutator and $d$ terms for $e^TT$. `Finset.sum_range_succ'` splits off the term $m=0$ and shifts the index of the rest, and `field_simp` settles the factorials. The case $k=0$ is handled by `hc.exp_right`. In `similarity_transformed_number`, the statement `hinv` is $e^{-T}e^T=1$, and the rest is the multiplication from the left shown above.

The witness is checked entry by entry. For $T^2\neq0$ it is enough to look at row 2, column 0, counted from zero, where $T^2$ has the entry 1.

## Powers of $T$ as eigenvectors in Mathlib

The nilpotency proof turns on `Module.End.eigenvectors_linearIndependent'`. This theorem takes a linear map, an indexed family of distinct eigenvalues and a matching family of eigenvectors, and returns the linear independence of the eigenvectors. It applies to any vector space, so the "vectors" may themselves be matrices.

The map is `ad`, defined as left multiplication by $N$ minus right multiplication by $N$. An instance of `HasEigenvector` consists of two parts, the eigenvalue equation and the fact that the vector is nonzero. The first is exactly `commutator_pow h m`; the second is `hne m`, which comes from the assumption that $T$ is not nilpotent. The distinctness of the eigenvalues is `hinj`, and this is where $k\neq0$ enters, since $ak=bk$ must imply $a=b$.

The resulting independent family is infinite. Composing it with the inclusion of `Fin (Module.finrank ℂ (Matrix n n ℂ) + 1)` into the natural numbers keeps one member more than the dimension allows. `fintype_card_le_finrank` then bounds the size of this family by the dimension, and `omega` closes the contradiction. The value $d^2$ is never computed, because the argument needs only that the dimension is finite.
